# For symmetric H, the second-order Taylor step of exp(−itH) adds (t⁴/4)‖H²v‖² to the squared norm

The theorem `norm_sq_taylorTwo` concerns one time step in which exp(−itH) is replaced by its second-order Taylor polynomial, 1 − itH − (t²/2)H². Here H is a symmetric linear operator defined on all of a complex inner product space, of finite or infinite dimension, and t is any real number. The theorem says that the step takes the squared norm of a vector v from ‖v‖² to ‖v‖² + (t⁴/4)‖H²v‖²; v need not be normalised, and for a unit vector the new value is 1 + (t⁴/4)‖H²v‖². The proof expands the inner product of the stepped vector with itself, uses symmetry to move H across inner products, simplifies with i² = −1, and takes real parts.

The failing Lean file:

```lean
import Mathlib

open Filter Matrix

namespace NormSqTaylorTwo

noncomputable section

/-- The second-order Taylor polynomial of `exp(-itH)`, the sum of `(-it)^k / k! H^k` over
`k = 0, 1, 2`, for an element `H` of a complex algebra (operators or square matrices). -/
def taylorTwo {R : Type*} [Ring R] [Algebra ℂ R] (H : R) (t : ℝ) : R :=
  ∑ k ∈ Finset.range 3, ((-(Complex.I * (t : ℂ))) ^ k / (k.factorial : ℂ)) • H ^ k

/-- Written out, the Taylor step is `1 - itH - (t²/2) H²`. -/
theorem taylorTwo_eq {R : Type*} [Ring R] [Algebra ℂ R] (H : R) (t : ℝ) :
    taylorTwo H t = 1 - (Complex.I * (t : ℂ)) • H - ((t : ℂ) ^ 2 / 2) • (H * H) := by
  have h0 : (-(Complex.I * (t : ℂ))) ^ 0 / (Nat.factorial 0 : ℂ) = 1 := by simp
  have h1 : (-(Complex.I * (t : ℂ))) ^ 1 / (Nat.factorial 1 : ℂ) = -(Complex.I * (t : ℂ)) := by
    simp
  have h2 : (-(Complex.I * (t : ℂ))) ^ 2 / (Nat.factorial 2 : ℂ) = -((t : ℂ) ^ 2 / 2) := by
    rw [Nat.factorial_two]
    push_cast
    linear_combination ((t : ℂ) ^ 2 / 2) * Complex.I_sq
  rw [taylorTwo, Finset.sum_range_succ, Finset.sum_range_succ, Finset.sum_range_succ,
    Finset.sum_range_zero, h0, h1, h2, pow_zero H, pow_one H, pow_two H]
  module

variable {V : Type*} [NormedAddCommGroup V] [InnerProductSpace ℂ V]

/-- The Taylor step sends a state `v` to `v - it Hv - (t²/2) H(Hv)`. -/
theorem taylorTwo_apply (H : Module.End ℂ V) (t : ℝ) (v : V) :
    taylorTwo H t v = v - (Complex.I * (t : ℂ)) • H v - ((t : ℂ) ^ 2 / 2) • H (H v) := by
  rw [taylorTwo_eq]
  rfl

/-- For a symmetric Hamiltonian, one Taylor step raises the squared norm of `v` by exactly
`(t⁴/4) ‖H²v‖²`. -/
theorem norm_sq_taylorTwo {H : Module.End ℂ V} (hH : LinearMap.IsSymmetric H) (t : ℝ) (v : V) :
    ‖taylorTwo H t v‖ ^ 2 = ‖v‖ ^ 2 + t ^ 4 / 4 * ‖H (H v)‖ ^ 2 := by
  have n : ∀ x : V, (inner ℂ x x).re = ‖x‖ ^ 2 := fun x => inner_self_eq_norm_sq (𝕜 := ℂ) x
  have c1 : (starRingEnd ℂ) (Complex.I * (t : ℂ)) = -(Complex.I * (t : ℂ)) := by simp
  have c2 : (starRingEnd ℂ) ((t : ℂ) ^ 2 / 2) = (t : ℂ) ^ 2 / 2 := by simp
  -- symmetry moves H from one side of the inner product to the other
  have s1 : inner ℂ (H v) v = inner ℂ v (H v) := hH v v
  have s2 : inner ℂ v (H (H v)) = inner ℂ (H v) (H v) := (hH v (H v)).symm
  have s3 : inner ℂ (H (H v)) v = inner ℂ (H v) (H v) := hH (H v) v
  have s4 : inner ℂ (H (H v)) (H v) = inner ℂ (H v) (H (H v)) := hH (H v) (H v)
  have key : inner ℂ (taylorTwo H t v) (taylorTwo H t v)
      = inner ℂ v v + ((t ^ 4 / 4 : ℝ) : ℂ) * inner ℂ (H (H v)) (H (H v)) := by
    rw [taylorTwo_apply]
    simp only [inner_sub_left, inner_sub_right, inner_smul_left, inner_smul_right, c1, c2]
    rw [s1, s2, s3, s4]
    push_cast
    linear_combination (-(t : ℂ) ^ 2 * inner ℂ (H v) (H v)) * Complex.I_sq
  have hre := congrArg Complex.re key
  rw [Complex.add_re, Complex.re_ofReal_mul, n, n, n] at hre
  exact hre

end

end NormSqTaylorTwo
```

The compiler's answer:

```
Main.lean:42:67: error: unsolved goals
V : Type u_1
inst✝¹ : NormedAddCommGroup V
inst✝ : InnerProductSpace ℂ V
H : Module.End ℂ V
hH : LinearMap.IsSymmetric H
t : ℝ
v : V
n : ∀ (x : V), (inner ℂ x x).re = ‖x‖ ^ 2
c1 : (starRingEnd ℂ) (Complex.I * ↑t) = -(Complex.I * ↑t)
⊢ ↑t ^ 2 / (starRingEnd ℂ) 2 = ↑t ^ 2 / 2
```

Cause. The one error is in the auxiliary fact `c2`, which says that the scalar t²/2 equals its own complex conjugate. `simp` carried the conjugation (`starRingEnd ℂ`) inside the quotient and removed it from the real number `t`, but left it on the numeral 2. The remaining goal, `↑t ^ 2 / (starRingEnd ℂ) 2 = ↑t ^ 2 / 2`, is true, since 2 is real, but `simp` did not close it.

The repair never has to conjugate the 2 by itself. The new fact `hr` writes the whole scalar as a single real number, `t ^ 2 / 2`, cast into ℂ; `push_cast` moves the cast inward to match the two sides, and `rfl` closes the equality. After rewriting with `hr`, the conjugation acts on one cast real number, which is the form `Complex.conj_ofReal` needs. That lemma removes the conjugation, and the two sides agree. The statement of `c2` and the rest of the proof are unchanged.

After these edits no error is left:

```diff
@@ -40,5 +40,7 @@
   have n : ∀ x : V, (inner ℂ x x).re = ‖x‖ ^ 2 := fun x => inner_self_eq_norm_sq (𝕜 := ℂ) x
   have c1 : (starRingEnd ℂ) (Complex.I * (t : ℂ)) = -(Complex.I * (t : ℂ)) := by simp
-  have c2 : (starRingEnd ℂ) ((t : ℂ) ^ 2 / 2) = (t : ℂ) ^ 2 / 2 := by simp
+  have c2 : (starRingEnd ℂ) ((t : ℂ) ^ 2 / 2) = (t : ℂ) ^ 2 / 2 := by
+    have hr : (t : ℂ) ^ 2 / 2 = ((t ^ 2 / 2 : ℝ) : ℂ) := by push_cast; rfl
+    rw [hr, Complex.conj_ofReal]
   -- symmetry moves H from one side of the inner product to the other
   have s1 : inner ℂ (H v) v = inner ℂ v (H v) := hH v v
```
